# A Hopping Block Between Two Hermitian Fragments Never Lowers the Sum of Absolute Orbital Energies

**A:** Take two fragments with Hermitian Hamiltonians A and B, and couple them by any complex rectangular block C. With † for the conjugate transpose, the joined Hamiltonian is

H = [[A, C], [C†, B]].

Write E(X) for the sum of the absolute values of the eigenvalues of a Hermitian matrix X, counted with multiplicity. Then

E(A) + E(B) ≤ E(H).

It follows that the energy of the doubly filled levels below zero never rises on joining. In Hückel theory, with every level below zero doubly filled and the others empty, this says that new hopping between two π fragments cannot cost π energy, provided that the electrons are independent and the fragment blocks stay as they were.

**Q:** Individual levels move up as well as down when I switch on C. Why should the sum of absolute values know which way to go?

**A:** Because E is a maximum over unitary matrices, and the separate fragments supply one candidate for it. Diagonalise a Hermitian H as V D V†, with V unitary and D = diag(λᵢ). For any unitary U, moving V around the trace gives

tr(HU) = tr(D V†UV) = Σᵢ λᵢ (V†UV)ᵢᵢ.

The matrix V†UV is unitary, so its rows have norm one and no entry has modulus above one. Hence

|tr(HU)| ≤ Σᵢ |λᵢ| = E(H).

The bound is attained. Put sᵢ = 1 if λᵢ ≥ 0 and sᵢ = −1 otherwise, and choose U = V diag(sᵢ) V†. This sign matrix is unitary, and tr(HU) = Σᵢ λᵢsᵢ = E(H).

Now let U be the sign matrix of A and W that of B. The block-diagonal matrix with U and W on its diagonal is unitary, and

H · [[U, 0], [0, W]] = [[AU, CW], [C†U, BW]].

The hopping block sits only off the diagonal of the product, so the trace is tr(AU) + tr(BW) = E(A) + E(B). By the bound it is at most E(H).

**Q:** Show me numbers.

**A:** Make butadiene from two ethylenes, with the carbon on-site energy as zero and the size of the hopping as unit:

A = B = [[0, −1], [−1, 0]], C = [[0, 0], [−1, 0]].

Each ethylene has levels ±1, so E(A) + E(B) = 4. The butadiene levels obey

λ⁴ − 3λ² + 1 = 0.

Let a and b be the two positive roots. Then a² + b² = 3 and ab = 1, so (a + b)² = 5. The four levels are ±a and ±b, which gives E(H) = 2√5 ≈ 4.472. Two electrons in each negative level have energy −4.472, against −4 for the separate ethylenes.

**Q:** Is the gain always strict when C is nonzero?

**A:** No. For A = B = (2) and C = (1) the joined levels are 1 and 3, and their sum is 4, as before. Both levels stay above zero, so there is nothing to fill.

**Q:** Then let me see whether the formal version is about these Hamiltonians at all.

**A:** The types `m` and `n` label the orbitals of the two fragments.

```lean
import Mathlib

open Matrix
open scoped ComplexOrder

namespace JoiningFragments

noncomputable section

variable {m n : Type*}
```

The joined system lives on the disjoint union `m ⊕ n`. `Cᴴ` is the conjugate transpose, so complex hoppings, such as those with magnetic phases, are included.

```lean
/-- The Hamiltonian of two fragments `A` and `B` joined by the hopping block `C`. -/
def joined (A : Matrix m m ℂ) (B : Matrix n n ℂ) (C : Matrix m n ℂ) :
    Matrix (m ⊕ n) (m ⊕ n) ℂ := fromBlocks A C Cᴴ B
```

Mathlib's eigenvalues belong to a matrix together with a proof that it is Hermitian. The next lemma supplies that proof for the joined matrix, with no condition on `C`.

```lean
/-- Joining two Hermitian fragments by any hopping block gives a Hermitian Hamiltonian. -/
theorem joined_isHermitian {A : Matrix m m ℂ} {B : Matrix n n ℂ} (hA : A.IsHermitian)
    (hB : B.IsHermitian) (C : Matrix m n ℂ) : (joined A B C).IsHermitian :=
  hA.fromBlocks rfl hB
```

From here on the orbital sets are finite. `energy` is my E, and its index `i` runs over as many levels as there are orbitals.

```lean
variable [Fintype m] [DecidableEq m] [Fintype n] [DecidableEq n]

/-- The sum of the absolute values of the orbital energies of a Hermitian Hamiltonian. -/
def energy {A : Matrix n n ℂ} (hA : A.IsHermitian) : ℝ := ∑ i, |hA.eigenvalues i|
```

The second quantity is the one with electrons in it. A level λ contributes 2λ if it is negative and nothing otherwise.

```lean
/-- The total energy of independent electrons when every level below zero is doubly filled
and all other levels are empty. -/
def fillingEnergy {A : Matrix n n ℂ} (hA : A.IsHermitian) : ℝ :=
  ∑ i, 2 * min (hA.eigenvalues i) 0
```

The main theorem, `energy_add_le_joined`, then reads: for Hermitian `A` and `B` and every `C`, `energy hA + energy hB ≤ energy (joined_isHermitian hA hB C)`.

**Q:** Zero is a special energy here. Who chose it?

**A:** You do, when you write down A and B. It plays the part of the chemical potential: levels below it are full and levels above it are empty. For another chemical potential μ, apply the theorem to A − μ1 and B − μ1; the joined matrix shifts by the same amount, and the filling energy then includes the term −μ times the electron number.

**Q:** So the electron number isn't fixed.

**A:** Right, it may differ before and after joining. There are other idealisations too. The orbitals are orthonormal, so there is no overlap matrix. The electrons do not interact, and nuclear repulsion and the σ framework are absent. The blocks `A` and `B` are also the same before and after: if bond formation shifts on-site energies or changes bond lengths inside a fragment, that change needs its own accounting.

**Q:** Fine. Take me through the proof.

**A:** It starts with the diagonalisation, taken from Mathlib's spectral theorem.

```lean
/-- A Hermitian Hamiltonian is diagonal, with its orbital energies as entries, in a unitary
basis of molecular orbitals. -/
theorem exists_orbitals {A : Matrix n n ℂ} (hA : A.IsHermitian) :
    ∃ V ∈ unitaryGroup n ℂ,
      A = V * diagonal (fun i => (hA.eigenvalues i : ℂ)) * Vᴴ := by
  refine ⟨hA.eigenvectorUnitary, hA.eigenvectorUnitary.2, ?_⟩
  have h := hA.spectral_theorem
  rw [Unitary.conjStarAlgAut_apply] at h
  exact h
```

Next comes the trace bound. The calculation called `key` moves `V` around the trace and leaves the sum over diagonal entries of `Vᴴ * U * V`. The triangle inequality and the bound on entries of a unitary matrix finish it.

```lean
/-- For a Hamiltonian with levels `d` in a unitary orbital basis `V`, the trace against any
unitary matrix has modulus at most the sum of the absolute values of the levels. -/
theorem norm_trace_mul_le {V U : Matrix n n ℂ} (hV : V ∈ unitaryGroup n ℂ)
    (hU : U ∈ unitaryGroup n ℂ) (d : n → ℝ) :
    ‖trace (V * diagonal (fun i => (d i : ℂ)) * Vᴴ * U)‖ ≤ ∑ i, |d i| := by
  have hV' : Vᴴ ∈ unitaryGroup n ℂ := by
    rw [← star_eq_conjTranspose, mem_unitaryGroup_iff, star_star]
    exact mem_unitaryGroup_iff'.1 hV
  have hW : Vᴴ * U * V ∈ unitaryGroup n ℂ := mul_mem (mul_mem hV' hU) hV
  -- in the orbital basis only the diagonal of the unitary matrix contributes
  have key : trace (V * diagonal (fun i => (d i : ℂ)) * Vᴴ * U)
      = ∑ i, (d i : ℂ) * (Vᴴ * U * V) i i := by
    calc trace (V * diagonal (fun i => (d i : ℂ)) * Vᴴ * U)
        = trace (V * (diagonal (fun i => (d i : ℂ)) * (Vᴴ * U))) := by
          simp only [mul_assoc]
      _ = trace (diagonal (fun i => (d i : ℂ)) * (Vᴴ * U) * V) := trace_mul_comm _ _
      _ = trace (diagonal (fun i => (d i : ℂ)) * (Vᴴ * U * V)) := by
          simp only [mul_assoc]
      _ = _ := by simp only [Matrix.trace, diag_apply, diagonal_mul]
  rw [key]
  refine (norm_sum_le _ _).trans (Finset.sum_le_sum fun i _ => ?_)
  rw [norm_mul, Complex.norm_real, Real.norm_eq_abs]
  exact mul_le_of_le_one_right (abs_nonneg _) (entry_norm_bound_of_unitary hW i i)
```

**Q:** Why does it speak of arbitrary real levels `d`, and not of the eigenvalues?

**A:** The proof for uncoupled fragments uses that freedom, as you'll see. First, the sign matrix shows that the bound is attained. The function `s` holds the signs, with +1 for a zero level. The first half of the proof checks that `V * diagonal s * Vᴴ` is unitary, and the second computes its trace against `A`.

```lean
/-- For a Hermitian Hamiltonian some unitary matrix has a trace against it equal to the sum
of the absolute orbital energies. -/
theorem exists_sign {A : Matrix n n ℂ} (hA : A.IsHermitian) :
    ∃ U ∈ unitaryGroup n ℂ, trace (A * U) = (energy hA : ℂ) := by
  obtain ⟨V, hV, h⟩ := exists_orbitals hA
  have hVV : Vᴴ * V = 1 := mem_unitaryGroup_iff'.1 hV
  have hVV' : V * Vᴴ = 1 := mem_unitaryGroup_iff.1 hV
  -- the signs of the orbital energies
  obtain ⟨s, hs⟩ : ∃ s : n → ℂ, ∀ i, s i * star (s i) = 1 ∧
      (hA.eigenvalues i : ℂ) * s i = ((|hA.eigenvalues i| : ℝ) : ℂ) := by
    refine ⟨fun i => if 0 ≤ hA.eigenvalues i then 1 else -1, fun i => ?_⟩
    by_cases hi : 0 ≤ hA.eigenvalues i
    · simp [hi, abs_of_nonneg hi]
    · simp [hi, abs_of_neg (not_le.1 hi)]
  have hS : diagonal s * (diagonal s)ᴴ = 1 := by
    rw [diagonal_conjTranspose, diagonal_mul_diagonal, ← diagonal_one]
    congr 1
    funext i
    exact (hs i).1
  refine ⟨V * diagonal s * Vᴴ, ?_, ?_⟩
  · rw [mem_unitaryGroup_iff, star_eq_conjTranspose, conjTranspose_mul, conjTranspose_mul,
      conjTranspose_conjTranspose]
    calc V * diagonal s * Vᴴ * (V * ((diagonal s)ᴴ * Vᴴ))
        = V * diagonal s * (Vᴴ * V) * (diagonal s)ᴴ * Vᴴ := by simp only [mul_assoc]
      _ = V * (diagonal s * (diagonal s)ᴴ) * Vᴴ := by
          rw [hVV, mul_one]; simp only [mul_assoc]
      _ = 1 := by rw [hS, mul_one, hVV']
  · have hAU : A * (V * diagonal s * Vᴴ)
        = V * (diagonal (fun i => (hA.eigenvalues i : ℂ)) * diagonal s) * Vᴴ := by
      calc A * (V * diagonal s * Vᴴ)
          = V * diagonal (fun i => (hA.eigenvalues i : ℂ)) * Vᴴ * (V * diagonal s * Vᴴ) :=
            congrArg (· * (V * diagonal s * Vᴴ)) h
        _ = V * diagonal (fun i => (hA.eigenvalues i : ℂ)) * (Vᴴ * V) * diagonal s * Vᴴ := by
            simp only [mul_assoc]
        _ = _ := by rw [hVV, mul_one]; simp only [mul_assoc]
    rw [hAU, trace_mul_comm, ← mul_assoc, hVV, one_mul, diagonal_mul_diagonal,
      trace_diagonal, energy, Complex.ofReal_sum]
    exact Finset.sum_congr rfl fun i _ => (hs i).2
```

Two fragment unitaries form a unitary on the whole system, by block multiplication.

```lean
/-- Unitary matrices on the two fragments combine to a unitary matrix on the whole. -/
theorem blockDiag_mem {U : Matrix m m ℂ} {W : Matrix n n ℂ} (hU : U ∈ unitaryGroup m ℂ)
    (hW : W ∈ unitaryGroup n ℂ) : fromBlocks U 0 0 W ∈ unitaryGroup (m ⊕ n) ℂ := by
  have h1 : U * Uᴴ = 1 := mem_unitaryGroup_iff.1 hU
  have h2 : W * Wᴴ = 1 := mem_unitaryGroup_iff.1 hW
  rw [mem_unitaryGroup_iff, star_eq_conjTranspose, fromBlocks_conjTranspose,
    fromBlocks_multiply]
  simp [h1, h2]
```

Now the main theorem. The step `ht` is the observation that the trace does not see `C`. The trace bound is applied to the joined Hamiltonian, and the left side becomes the absolute value of the sum of the fragment energies.

```lean
variable {A : Matrix m m ℂ} {B : Matrix n n ℂ}

/-- Joining two Hermitian fragments by any hopping block gives a sum of absolute orbital
energies at least as large as the sums of the two fragments together. -/
theorem energy_add_le_joined (hA : A.IsHermitian) (hB : B.IsHermitian) (C : Matrix m n ℂ) :
    energy hA + energy hB ≤ energy (joined_isHermitian hA hB C) := by
  obtain ⟨U, hU, hUe⟩ := exists_sign hA
  obtain ⟨W, hW, hWe⟩ := exists_sign hB
  obtain ⟨V, hV, hVe⟩ := exists_orbitals (joined_isHermitian hA hB C)
  -- the block-diagonal sign matrix does not see the hopping block
  have ht : trace (joined A B C * fromBlocks U 0 0 W) = trace (A * U) + trace (B * W) := by
    rw [joined, fromBlocks_multiply]
    simp [Matrix.trace, Fintype.sum_sum_type]
  have h := norm_trace_mul_le hV (blockDiag_mem hU hW)
    (joined_isHermitian hA hB C).eigenvalues
  rw [← hVe, ht, hUe, hWe, ← Complex.ofReal_add, Complex.norm_real, Real.norm_eq_abs] at h
  exact (le_abs_self _).trans h
```

**Q:** An inequality against "A plus B" is only physics if that really is the energy of the uncoupled system.

**A:** That is the next theorem: for `C = 0` the two sides are equal. By hand one says that the levels of the uncoupled system are the two lists put together. Mathlib indexes the eigenvalues of the big matrix in its own way, so the proof avoids matching the lists. One inequality is the main theorem at `C = 0`. For the other, `heq` diagonalises the uncoupled Hamiltonian in the fragment orbitals, with the combined list `Sum.elim hA.eigenvalues hB.eigenvalues` as levels. The trace bound with this list as `d`, tested on the sign matrix of the whole, gives the reverse inequality.

```lean
/-- Without hopping between two Hermitian fragments, their sums of absolute orbital energies
add exactly. -/
theorem energy_uncoupled (hA : A.IsHermitian) (hB : B.IsHermitian) :
    energy (joined_isHermitian hA hB 0) = energy hA + energy hB := by
  refine le_antisymm ?_ (energy_add_le_joined hA hB 0)
  obtain ⟨V, hV, hVA⟩ := exists_orbitals hA
  obtain ⟨W, hW, hWB⟩ := exists_orbitals hB
  obtain ⟨U, hU, hUe⟩ := exists_sign (joined_isHermitian hA hB 0)
  have hd : diagonal (fun i => ((Sum.elim hA.eigenvalues hB.eigenvalues i : ℝ) : ℂ))
      = fromBlocks (diagonal fun i => (hA.eigenvalues i : ℂ)) 0 0
        (diagonal fun i => (hB.eigenvalues i : ℂ)) := by
    rw [fromBlocks_diagonal]
    congr 1
    funext i
    cases i <;> rfl
  -- the fragment orbitals diagonalise the uncoupled Hamiltonian
  have heq : joined A B 0 = fromBlocks V 0 0 W
      * diagonal (fun i => ((Sum.elim hA.eigenvalues hB.eigenvalues i : ℝ) : ℂ))
      * (fromBlocks V 0 0 W)ᴴ := by
    rw [hd, fromBlocks_conjTranspose, fromBlocks_multiply, fromBlocks_multiply]
    simp only [joined, conjTranspose_zero, Matrix.mul_zero, Matrix.zero_mul, add_zero,
      zero_add]
    rw [← hVA, ← hWB]
  have h := norm_trace_mul_le (blockDiag_mem hV hW) hU
    (Sum.elim hA.eigenvalues hB.eigenvalues)
  rw [← heq, hUe, Complex.norm_real, Real.norm_eq_abs, Fintype.sum_sum_type] at h
  simp only [Sum.elim_inl, Sum.elim_inr] at h
  exact (le_abs_self _).trans h
```

**Q:** And the electrons?

**A:** For each level, 2 min(λ, 0) = λ − |λ|. Summing over the levels of A gives

filling energy = tr A − E(A).

The Lean proof does the same, splitting on the sign of each level. It takes the real part of the trace only because the matrix entries are complex numbers; the trace of a Hermitian matrix is real anyway.

```lean
/-- For a Hermitian Hamiltonian, the energy of the doubly filled negative levels is the trace
minus the sum of the absolute orbital energies. -/
theorem fillingEnergy_eq (hA : A.IsHermitian) :
    fillingEnergy hA = A.trace.re - energy hA := by
  have h : A.trace = ∑ i, (hA.eigenvalues i : ℂ) := hA.trace_eq_sum_eigenvalues
  rw [h, ← Complex.ofReal_sum, Complex.ofReal_re, energy, fillingEnergy,
    ← Finset.sum_sub_distrib]
  refine Finset.sum_congr rfl fun i _ => ?_
  rcases le_total 0 (hA.eigenvalues i) with hi | hi
  · rw [min_eq_right hi, abs_of_nonneg hi]; ring
  · rw [min_eq_left hi, abs_of_nonpos hi]; ring
```

If the trace vanishes, as it does for a Hückel hydrocarbon with the carbon on-site energy as zero, the filling energy is exactly −E. That is the relation you saw in butadiene.

**Q:** Where would I meet this in an actual calculation?

**A:** In the density matrix. If S is the sign matrix of H, then P = 1 − S has eigenvalue 2 on every negative level and 0 on the others, so it is the spin-summed density matrix for this filling, and tr(HP) = tr H − E(H) is the band energy. If no level is exactly zero, S is the matrix sign function of H, and iterative methods can compute it without listing the levels.

The inequality also serves as a check on a tight-binding program with orthonormal orbitals. Diagonalise A, B and H, add up the absolute eigenvalues, and compare. If E(H) falls below E(A) + E(B) by more than rounding error, either the eigenvalues are wrong or the three matrices do not belong together; perhaps a diagonal block was altered during assembly, or the fragments were referred to different zeros.

**Q:** Then the statement about total energy should be short.

**A:** It is. The traces of the fragments add up to the trace of the joined matrix, since C is off the diagonal. The trace terms therefore cancel in the comparison, whatever their values, and the main theorem with its sign reversed is what remains: the filling energy of the joined system is at most the sum for the two fragments.

```lean
/-- Joining two Hermitian fragments by any hopping block never raises the total energy of the
doubly filled negative levels. -/
theorem fillingEnergy_joined_le (hA : A.IsHermitian) (hB : B.IsHermitian)
    (C : Matrix m n ℂ) :
    fillingEnergy (joined_isHermitian hA hB C) ≤ fillingEnergy hA + fillingEnergy hB := by
  have ht : (joined A B C).trace.re = A.trace.re + B.trace.re := by
    simp [joined, Matrix.trace, Fintype.sum_sum_type]
  rw [fillingEnergy_eq, fillingEnergy_eq, fillingEnergy_eq, ht]
  linarith [energy_add_le_joined hA hB C]

end

end JoiningFragments
```

```lean
#print axioms JoiningFragments.energy_add_le_joined
#print axioms JoiningFragments.energy_uncoupled
#print axioms JoiningFragments.fillingEnergy_joined_le
```

```
'JoiningFragments.energy_add_le_joined' depends on axioms: [propext, Classical.choice, Quot.sound]
'JoiningFragments.energy_uncoupled' depends on axioms: [propext, Classical.choice, Quot.sound]
'JoiningFragments.fillingEnergy_joined_le' depends on axioms: [propext, Classical.choice, Quot.sound]
```
